# Projected UHF with Optimised Orbitals Is Exact for the Repulsive Hubbard Dimer at Half Filling

To check a projected-UHF code, one can run it on two Hubbard sites with two electrons, minimise the energy of the *projected* state over the orbital angle, and compare with exact diagonalisation. For hopping \(t>0\) and repulsion \(U>0\) the two energies must agree to rounding error. If the angle is optimised before projection, they need not.

## The ground state as a projected determinant

Let \(x_{ij}\) be the amplitude for the up electron on site \(i\) and the down electron on site \(j\), with \(i,j\in\{0,1\}\). The Hamiltonian \(H\) acts as

\[
(Hx)_{00}=Ux_{00}-t(x_{01}+x_{10}),\qquad (Hx)_{01}=(Hx)_{10}=-t(x_{00}+x_{11}),
\]

and \((Hx)_{11}\) follows from \((Hx)_{00}\) by exchanging \(x_{00}\) and \(x_{11}\).

A determinant with up orbital \(a\) and down orbital \(b\) has amplitudes \(a_ib_j\). Take \(u=(\cos\theta,\sin\theta)\) and \(v=(\sin\theta,\cos\theta)\). The singlet part of \(u\otimes v\) is proportional to \(u\otimes v+v\otimes u\), whose amplitudes in the order 00, 01, 10, 11 are \((s,1,1,s)\) with \(s=\sin2\theta\). Normalisation divides them by \(\sqrt{2(1+s^2)}\).

**Claim.** For some \(\theta\in(0,\pi/4)\) this is the ground state, unique up to a factor, with energy \(E=\tfrac12\left(U-\sqrt{U^2+16t^2}\right)\).

The eigenvalue equation gives \(E=-2ts\) from the 01 component and \(Us-2t=Es\) from the 00 component. Together they require

\[
Us=2t(1-s^2),\qquad s=\frac{\sqrt{U^2+16t^2}-U}{4t}.
\]

Since \(U<\sqrt{U^2+16t^2}<U+4t\), we have \(0<s<1\), so \(\theta=\tfrac12\arcsin s\) lies in the stated interval, and \(-2ts\) is the stated energy.

To see that no state lies lower, write the energy as

\[
\langle x,Hx\rangle=U(x_{00}^2+x_{11}^2)-2t(x_{00}+x_{11})(x_{01}+x_{10}).
\]

Add \(2ts\langle x,x\rangle\) and multiply by \(s\). The coefficient of \(x_{00}^2\) and \(x_{11}^2\) becomes \(Us+2ts^2=2t\), so

\[
s\left(\langle x,Hx\rangle+2ts\langle x,x\rangle\right)=t\left[(x_{00}-sx_{01})^2+(x_{00}-sx_{10})^2+(x_{11}-sx_{01})^2+(x_{11}-sx_{10})^2\right]\ge0.
\]

At the ground energy every square vanishes, hence \(x_{01}=x_{10}\) and \(x=x_{01}(s,1,1,s)\).

## Why the order of projection and optimisation matters

For normalised real orbitals the determinant energy is

\[
-2t(a_0a_1+b_0b_1)+U(a_0^2b_0^2+a_1^2b_1^2).
\]

Normalisation turns the second bracket into \((a_0a_1)^2+(b_0b_1)^2+(1-a_0^2-b_0^2)^2\). With \(\kappa=t/U\), completing squares gives

\[
U\left[(a_0a_1-\kappa)^2+(b_0b_1-\kappa)^2+(1-a_0^2-b_0^2)^2\right]-\frac{2t^2}{U}.
\]

If \(U\sin2\theta=2t\), which requires \(U\ge2t\), then \(u\otimes v\) makes all three squares zero and is a UHF minimum. Its projection would be an eigenvector only if also \(Us=2t(1-s^2)\), which forces \(s=0\) and contradicts \(Us=2t>0\).

At \(U=4t\) the UHF energy is \(-0.5t\). Projecting that determinant gives \(-0.8t\), and optimising after projection gives the exact \((2-2\sqrt2)t\approx-0.828t\). In code, the last step is a one-parameter minimisation of \((Us^2-4ts)/(1+s^2)\) with \(s=\sin2\theta\). As \(U/t\to\infty\), the exact energy approaches \(-4t^2/U\), twice the UHF value.

## The dimer and its states in Lean

```lean
import Mathlib

open Matrix
open scoped Kronecker

namespace HubbardDimerProjectedUHF

noncomputable section
```

The matrix `hop t` moves one electron between the sites.

```lean
/-- Hopping of one electron between the two sites, with amplitude `-t`. -/
def hop (t : ℝ) : Matrix (Fin 2) (Fin 2) ℝ := !![0, -t; -t, 0]
```

In `hubbard`, the Kronecker products let each electron hop while the other stays put, and the diagonal term charges \(U\) for double occupancy. The basis covers one up and one down electron, with real amplitudes.

```lean
/-- The Hubbard dimer with one up and one down electron; the index is
(site of the up electron, site of the down electron). -/
def hubbard (t U : ℝ) : Matrix (Fin 2 × Fin 2) (Fin 2 × Fin 2) ℝ :=
  hop t ⊗ₖ (1 : Matrix (Fin 2) (Fin 2) ℝ) + (1 : Matrix (Fin 2) (Fin 2) ℝ) ⊗ₖ hop t
    + Matrix.diagonal (fun p => if p.1 = p.2 then U else 0)
```

Fermionic antisymmetry is absorbed by always listing the up electron first, so a determinant is a plain product and a singlet has symmetric amplitudes.

```lean
/-- The determinant with the up electron in orbital `a` and the down electron in orbital `b`. -/
def pairState (a b : Fin 2 → ℝ) : Fin 2 × Fin 2 → ℝ := fun p => a p.1 * b p.2

/-- The orbital `(cos θ, sin θ)` of the up electron. -/
def upOrbital (θ : ℝ) : Fin 2 → ℝ := ![Real.cos θ, Real.sin θ]

/-- The orbital `(sin θ, cos θ)` of the down electron, the mirror image of the other. -/
def downOrbital (θ : ℝ) : Fin 2 → ℝ := ![Real.sin θ, Real.cos θ]
```

The projection is written directly as a symmetrisation; no spin operator is defined. The vector is left unnormalised.

```lean
/-- The unnormalised singlet projection `u ⊗ v + v ⊗ u` of the UHF determinant. -/
def projectedUHF (θ : ℝ) : Fin 2 × Fin 2 → ℝ :=
  pairState (upOrbital θ) (downOrbital θ) + pairState (downOrbital θ) (upOrbital θ)
```

## Energy and eigenvalue condition

The next three results are the component formulas, the energy form and the amplitudes \((s,1,1,s)\).

```lean
/-- The action of the Hamiltonian on the four amplitudes. -/
theorem hubbard_mulVec (t U : ℝ) (x : Fin 2 × Fin 2 → ℝ) :
    (hubbard t U *ᵥ x) (0, 0) = U * x (0, 0) - t * (x (0, 1) + x (1, 0)) ∧
    (hubbard t U *ᵥ x) (0, 1) = -t * (x (0, 0) + x (1, 1)) ∧
    (hubbard t U *ᵥ x) (1, 0) = -t * (x (0, 0) + x (1, 1)) ∧
    (hubbard t U *ᵥ x) (1, 1) = U * x (1, 1) - t * (x (0, 1) + x (1, 0)) := by
  refine ⟨?_, ?_, ?_, ?_⟩ <;>
    simp [hubbard, hop, Matrix.mulVec, dotProduct, Fintype.sum_prod_type, Fin.sum_univ_two,
      Matrix.one_apply, Matrix.diagonal_apply] <;> ring

/-- The energy form: repulsion on the doubly occupied amplitudes, and hopping between
these and the singly occupied ones. -/
theorem energy_eq (t U : ℝ) (x : Fin 2 × Fin 2 → ℝ) :
    x ⬝ᵥ (hubbard t U *ᵥ x) = U * (x (0, 0) ^ 2 + x (1, 1) ^ 2)
      - 2 * t * (x (0, 0) + x (1, 1)) * (x (0, 1) + x (1, 0)) := by
  obtain ⟨m1, m2, m3, m4⟩ := hubbard_mulVec t U x
  simp only [dotProduct, Fintype.sum_prod_type, Fin.sum_univ_two, m1, m2, m3, m4]
  ring

/-- The projected state has amplitude `sin 2θ` on doubly occupied sites and `1` otherwise. -/
theorem projectedUHF_apply (θ : ℝ) :
    projectedUHF θ (0, 0) = Real.sin (2 * θ) ∧ projectedUHF θ (0, 1) = 1 ∧
    projectedUHF θ (1, 0) = 1 ∧ projectedUHF θ (1, 1) = Real.sin (2 * θ) := by
  have h := Real.sin_sq_add_cos_sq θ
  rw [Real.sin_two_mul]
  refine ⟨?_, ?_, ?_, ?_⟩
  · change Real.cos θ * Real.sin θ + Real.sin θ * Real.cos θ = _
    ring
  · change Real.cos θ * Real.cos θ + Real.sin θ * Real.sin θ = _
    linear_combination h
  · change Real.sin θ * Real.sin θ + Real.cos θ * Real.cos θ = _
    linear_combination h
  · change Real.sin θ * Real.cos θ + Real.cos θ * Real.sin θ = _
    ring
```

The eigenvector criterion compares the four components. `linear_combination` combines the 00 and 01 equations with \(\sin^2+\cos^2=1\), as in the derivation above.

```lean
/-- The projected state is an eigenvector with energy `E` exactly when `E = -2t sin 2θ`
and `U sin 2θ = 2t cos² 2θ`. -/
theorem projected_eigen_iff (t U θ E : ℝ) :
    hubbard t U *ᵥ projectedUHF θ = E • projectedUHF θ ↔
      E = -2 * t * Real.sin (2 * θ) ∧
        U * Real.sin (2 * θ) = 2 * t * Real.cos (2 * θ) ^ 2 := by
  obtain ⟨m1, m2, m3, m4⟩ := hubbard_mulVec t U (projectedUHF θ)
  obtain ⟨p1, p2, p3, p4⟩ := projectedUHF_apply θ
  have hc := Real.sin_sq_add_cos_sq (2 * θ)
  simp only [funext_iff, Prod.forall, Fin.forall_fin_two, Pi.smul_apply, smul_eq_mul,
    m1, m2, m3, m4, p1, p2, p3, p4]
  constructor
  · rintro ⟨⟨h0, h1⟩, -⟩
    exact ⟨by linear_combination -h1,
      by linear_combination h0 - Real.sin (2 * θ) * h1 - 2 * t * hc⟩
  · rintro ⟨rfl, h⟩
    refine ⟨⟨?_, ?_⟩, ?_, ?_⟩
    · linear_combination h + 2 * t * hc
    · ring
    · ring
    · linear_combination h + 2 * t * hc
```

The sum-of-squares identity holds for every real vector `x`, given the quadratic condition on `s`.

```lean
/-- If `U s = 2t (1 - s²)`, then `s` times the energy measured from `-2ts` is `t` times
a sum of squares. -/
theorem energy_gap (t U s : ℝ) (hs : U * s = 2 * t * (1 - s ^ 2)) (x : Fin 2 × Fin 2 → ℝ) :
    s * (x ⬝ᵥ (hubbard t U *ᵥ x) - (-2 * t * s) * (x ⬝ᵥ x)) =
      t * ((x (0, 0) - s * x (0, 1)) ^ 2 + (x (0, 0) - s * x (1, 0)) ^ 2
        + (x (1, 1) - s * x (0, 1)) ^ 2 + (x (1, 1) - s * x (1, 0)) ^ 2) := by
  rw [energy_eq]
  simp only [dotProduct, Fintype.sum_prod_type, Fin.sum_univ_two]
  linear_combination (x (0, 0) ^ 2 + x (1, 1) ^ 2) * hs
```

## Exactness and uniqueness

The theorem supplies `θ` and `E`, then states in turn the range of the angle, the energy formula, that the state is nonzero, the eigenvalue equation, the variational bound and uniqueness. The bound is written as `E * (x ⬝ᵥ x) ≤ x ⬝ᵥ (hubbard t U *ᵥ x)`, which needs no normalised `x`.

In the proof, `r` is the square root, `hlow` and `hupp` give \(0<s<1\), and `hs` is the quadratic. The bound follows from `energy_gap` on dividing out `s`; uniqueness follows from the vanishing squares in `e1` to `e3`.

```lean
/-- Projected UHF is exact for the Hubbard dimer with one up and one down electron when `t, U > 0`:
for some `θ` between `0` and `π/4` the projected determinant is the ground eigenvector, unique up to
a factor. -/
theorem projectedUHF_exact (t U : ℝ) (ht : 0 < t) (hU : 0 < U) :
    ∃ θ E : ℝ, 0 < θ ∧ θ < Real.pi / 4 ∧ E = (U - √(U ^ 2 + 16 * t ^ 2)) / 2 ∧
      projectedUHF θ ≠ 0 ∧ hubbard t U *ᵥ projectedUHF θ = E • projectedUHF θ ∧
      (∀ x, E * (x ⬝ᵥ x) ≤ x ⬝ᵥ (hubbard t U *ᵥ x)) ∧
      (∀ x, hubbard t U *ᵥ x = E • x → ∃ c : ℝ, x = c • projectedUHF θ) := by
  obtain ⟨r, hrdef⟩ : ∃ r, r = √(U ^ 2 + 16 * t ^ 2) := ⟨_, rfl⟩
  have hr0 : 0 ≤ r := hrdef ▸ Real.sqrt_nonneg _
  have hr : r ^ 2 = U ^ 2 + 16 * t ^ 2 := by
    rw [hrdef]; exact Real.sq_sqrt (by positivity)
  have hlow : U < r := lt_of_pow_lt_pow_left₀ 2 hr0 (by rw [hr]; nlinarith [pow_pos ht 2])
  have hupp : r < U + 4 * t :=
    lt_of_pow_lt_pow_left₀ 2 (by positivity) (by rw [hr]; nlinarith [mul_pos ht hU])
  -- the positive root of the quadratic for `s = sin 2θ`
  obtain ⟨s, hsdef⟩ : ∃ s, s = (r - U) / (4 * t) := ⟨_, rfl⟩
  have hsr : 4 * t * s = r - U := by rw [hsdef]; field_simp
  have hs0 : 0 < s := by rw [hsdef]; exact div_pos (by linarith) (by positivity)
  have hs1 : s < 1 := by rw [hsdef, div_lt_one (by positivity)]; linarith
  have hs : U * s = 2 * t * (1 - s ^ 2) := by
    have h8 : 8 * t * (U * s - 2 * t * (1 - s ^ 2)) = 0 := by
      linear_combination (4 * t * s + r + U) * hsr + hr
    rcases mul_eq_zero.mp h8 with h | h
    · linarith
    · linarith
  have hsin : Real.sin (2 * (Real.arcsin s / 2)) = s := by
    rw [mul_div_cancel₀ _ (two_ne_zero' ℝ)]
    exact Real.sin_arcsin (by linarith) hs1.le
  have hpos := Real.arcsin_pos.mpr hs0
  have hlt := Real.arcsin_lt_pi_div_two.mpr hs1
  obtain ⟨p1, p2, p3, p4⟩ := projectedUHF_apply (Real.arcsin s / 2)
  refine ⟨Real.arcsin s / 2, -2 * t * s, by linarith, by linarith,
    by rw [← hrdef]; linarith, ?_, ?_, ?_, ?_⟩
  · intro h
    have h1 := congrFun h (0, 1)
    rw [p2] at h1
    exact one_ne_zero h1
  · rw [projected_eigen_iff, hsin]
    have hc := Real.sin_sq_add_cos_sq (2 * (Real.arcsin s / 2))
    rw [hsin] at hc
    exact ⟨rfl, by linear_combination hs - 2 * t * hc⟩
  · -- the sum of squares gives the variational bound
    intro x
    have hg : 0 ≤ s * (x ⬝ᵥ (hubbard t U *ᵥ x) - (-2 * t * s) * (x ⬝ᵥ x)) := by
      rw [energy_gap t U s hs x]; positivity
    linarith [nonneg_of_mul_nonneg_right hg hs0]
  · -- at the ground energy every square vanishes
    intro x hx
    have hg := energy_gap t U s hs x
    rw [hx, dotProduct_smul, smul_eq_mul, sub_self, mul_zero] at hg
    have hz := (mul_eq_zero.mp hg.symm).resolve_left ht.ne'
    have q1 := sq_nonneg (x (0, 0) - s * x (0, 1))
    have q2 := sq_nonneg (x (0, 0) - s * x (1, 0))
    have q3 := sq_nonneg (x (1, 1) - s * x (0, 1))
    have q4 := sq_nonneg (x (1, 1) - s * x (1, 0))
    have e1 : x (0, 0) - s * x (0, 1) = 0 := pow_eq_zero_iff two_ne_zero |>.mp (by linarith)
    have e2 : x (0, 0) - s * x (1, 0) = 0 := pow_eq_zero_iff two_ne_zero |>.mp (by linarith)
    have e3 : x (1, 1) - s * x (0, 1) = 0 := pow_eq_zero_iff two_ne_zero |>.mp (by linarith)
    have e4 : x (1, 0) = x (0, 1) := mul_left_cancel₀ hs0.ne' (by linarith)
    refine ⟨x (0, 1), ?_⟩
    simp only [funext_iff, Prod.forall, Fin.forall_fin_two, Pi.smul_apply, smul_eq_mul,
      p1, p2, p3, p4, hsin]
    exact ⟨⟨by linarith, by ring⟩, by linarith, by linarith⟩
```

## What a single determinant misses

A product state satisfies \(x_{00}x_{11}=x_{01}x_{10}\). Subtracting eigenvalue equations in pairs gives \((U-E)(x_{00}-x_{11})=0\) and \(E(x_{01}-x_{10})=0\). The proof follows the resulting cases: \(E=U\), \(E=0\), or symmetric amplitudes with \(x_{00}=\pm x_{01}\). Each forces the vector to vanish when \(t\) and \(U\) are nonzero.

```lean
/-- With hopping and interaction both present, no nonzero determinant with one up and one down
electron in real orbitals `a` and `b` is an eigenvector of `hubbard t U`. -/
theorem no_determinant_exact (t U E : ℝ) (ht : t ≠ 0) (hU : U ≠ 0) (a b : Fin 2 → ℝ)
    (h : hubbard t U *ᵥ pairState a b = E • pairState a b) : pairState a b = 0 := by
  have key : ∀ w x y z : ℝ, w * z = x * y → U * w - t * (x + y) = E * w →
      -t * (w + z) = E * x → -t * (w + z) = E * y → U * z - t * (x + y) = E * z →
      (w = 0 ∧ x = 0) ∧ y = 0 ∧ z = 0 := by
    intro w x y z hd e1 e2 e3 e4
    rcases mul_eq_zero.mp (show (U - E) * (w - z) = 0 by linear_combination e1 - e4) with hE | hwz
    · -- energy `U`: the singly occupied amplitudes vanish
      obtain rfl : E = U := by linarith
      have hxy : x + y = 0 := (mul_eq_zero.mp
        (show t * (x + y) = 0 by linear_combination -e1)).resolve_left ht
      have hxy' : x - y = 0 := (mul_eq_zero.mp
        (show E * (x - y) = 0 by linear_combination e3 - e2)).resolve_left hU
      obtain rfl : x = 0 := by linarith
      obtain rfl : y = 0 := by linarith
      have hwz : w + z = 0 := (mul_eq_zero.mp
        (show t * (w + z) = 0 by linear_combination -e2)).resolve_left ht
      have hw : w = 0 := pow_eq_zero_iff two_ne_zero |>.mp
        (show w ^ 2 = 0 by linear_combination w * hwz - hd)
      exact ⟨⟨hw, rfl⟩, rfl, by linarith⟩
    · obtain rfl : w = z := by linarith
      rcases mul_eq_zero.mp (show E * (x - y) = 0 by linear_combination e3 - e2) with hE | hxy
      · -- energy `0`: the doubly occupied amplitudes vanish
        subst hE
        have hw : w = 0 := (mul_eq_zero.mp
          (show t * w = 0 by linear_combination (-1 / 2) * e2)).resolve_left ht
        subst hw
        have hxy : x + y = 0 := (mul_eq_zero.mp
          (show t * (x + y) = 0 by linear_combination -e1)).resolve_left ht
        have hx : x = 0 := pow_eq_zero_iff two_ne_zero |>.mp
          (show x ^ 2 = 0 by linear_combination x * hxy + hd)
        exact ⟨⟨rfl, hx⟩, by linarith, rfl⟩
      · -- symmetric amplitudes: a product forces `w = x` or `w = -x`
        obtain rfl : x = y := by linarith
        rcases mul_eq_zero.mp (show (w - x) * (w + x) = 0 by linear_combination hd) with h1 | h1
        · obtain rfl : w = x := by linarith
          have hw : w = 0 := (mul_eq_zero.mp
            (show U * w = 0 by linear_combination e1 - e2)).resolve_left hU
          exact ⟨⟨hw, hw⟩, hw, hw⟩
        · obtain rfl : x = -w := by linarith
          have hw : w = 0 := (mul_eq_zero.mp
            (show U * w = 0 by linear_combination e1 + e2)).resolve_left hU
          exact ⟨⟨hw, by linarith⟩, by linarith, hw⟩
  obtain ⟨m1, m2, m3, m4⟩ := hubbard_mulVec t U (pairState a b)
  have h1 := m1.symm.trans (congrFun h (0, 0))
  have h2 := m2.symm.trans (congrFun h (0, 1))
  have h3 := m3.symm.trans (congrFun h (1, 0))
  have h4 := m4.symm.trans (congrFun h (1, 1))
  simp only [funext_iff, Prod.forall, Fin.forall_fin_two]
  exact key _ _ _ _ (by simp only [pairState]; ring) h1 h2 h3 h4
```

The determinant energy uses the normalisation hypotheses `ha` and `hb`.

```lean
/-- The energy of a determinant with normalised real orbitals `a` and `b`. -/
theorem pairState_energy (t U : ℝ) (a b : Fin 2 → ℝ)
    (ha : a 0 ^ 2 + a 1 ^ 2 = 1) (hb : b 0 ^ 2 + b 1 ^ 2 = 1) :
    pairState a b ⬝ᵥ (hubbard t U *ᵥ pairState a b) =
      -2 * t * (a 0 * a 1 + b 0 * b 1) + U * (a 0 ^ 2 * b 0 ^ 2 + a 1 ^ 2 * b 1 ^ 2) := by
  rw [energy_eq]
  simp only [pairState]
  linear_combination (-2 * t * b 0 * b 1) * ha + (-2 * t * a 0 * a 1) * hb
```

The last theorem compares `u ⊗ v` with all determinants of normalised real orbitals, each holding one spin; complex or spin-mixed orbitals are not considered. `hsq` is the rewriting of the repulsion, `htk` is \(\kappa=\sin\theta\cos\theta\), and `hnn` is the nonnegative excess energy. The second half derives \(\sin2\theta=0\) from `projected_eigen_iff`.

```lean
/-- If `t, U > 0` and `U sin 2θ = 2t`, the determinant `u ⊗ v` has the lowest energy among
determinants with one up and one down electron in normalised real orbitals, but its singlet
projection is not an eigenvector. -/
theorem projection_after_variation_not_exact (t U θ : ℝ) (ht : 0 < t) (hU : 0 < U)
    (hθ : U * Real.sin (2 * θ) = 2 * t) :
    (∀ a b : Fin 2 → ℝ, a 0 ^ 2 + a 1 ^ 2 = 1 → b 0 ^ 2 + b 1 ^ 2 = 1 →
      pairState (upOrbital θ) (downOrbital θ) ⬝ᵥ
          (hubbard t U *ᵥ pairState (upOrbital θ) (downOrbital θ)) ≤
        pairState a b ⬝ᵥ (hubbard t U *ᵥ pairState a b)) ∧
    ∀ E : ℝ, hubbard t U *ᵥ projectedUHF θ ≠ E • projectedUHF θ := by
  constructor
  · intro a b ha hb
    have e : pairState (upOrbital θ) (downOrbital θ) ⬝ᵥ
        (hubbard t U *ᵥ pairState (upOrbital θ) (downOrbital θ)) =
        -2 * t * (Real.cos θ * Real.sin θ + Real.sin θ * Real.cos θ)
          + U * (Real.cos θ ^ 2 * Real.sin θ ^ 2 + Real.sin θ ^ 2 * Real.cos θ ^ 2) :=
      pairState_energy t U (upOrbital θ) (downOrbital θ)
        (Real.cos_sq_add_sin_sq θ) (Real.sin_sq_add_cos_sq θ)
    have hsq : a 0 ^ 2 * b 0 ^ 2 + a 1 ^ 2 * b 1 ^ 2 =
        (a 0 * a 1) ^ 2 + (b 0 * b 1) ^ 2 + (1 - a 0 ^ 2 - b 0 ^ 2) ^ 2 := by
      linear_combination (b 1 ^ 2 - a 0 ^ 2) * ha + (1 - a 0 ^ 2 - b 0 ^ 2) * hb
    have htk : t = U * (Real.sin θ * Real.cos θ) := by
      rw [Real.sin_two_mul] at hθ
      linear_combination (-1 / 2) * hθ
    -- the excess energy is `U` times a sum of squares
    have hnn : 0 ≤ U * ((a 0 * a 1 - Real.sin θ * Real.cos θ) ^ 2
        + (b 0 * b 1 - Real.sin θ * Real.cos θ) ^ 2 + (1 - a 0 ^ 2 - b 0 ^ 2) ^ 2) := by
      positivity
    rw [e, pairState_energy t U a b ha hb, hsq, htk]
    linarith
  · intro E h
    have h2 := ((projected_eigen_iff t U θ E).mp h).2
    have hc := Real.sin_sq_add_cos_sq (2 * θ)
    have h3 : 2 * t * Real.sin (2 * θ) ^ 2 = 0 := by
      linear_combination 2 * t * hc + h2 - hθ
    have h4 : Real.sin (2 * θ) = 0 := pow_eq_zero_iff two_ne_zero |>.mp
      ((mul_eq_zero.mp h3).resolve_left (by positivity))
    rw [h4, mul_zero] at hθ
    linarith

end

end HubbardDimerProjectedUHF
```

```lean
#print axioms HubbardDimerProjectedUHF.projectedUHF_exact
#print axioms HubbardDimerProjectedUHF.no_determinant_exact
#print axioms HubbardDimerProjectedUHF.projection_after_variation_not_exact
```

```
'HubbardDimerProjectedUHF.projectedUHF_exact' depends on axioms: [propext, Classical.choice, Quot.sound]
'HubbardDimerProjectedUHF.no_determinant_exact' depends on axioms: [propext, Classical.choice, Quot.sound]
'HubbardDimerProjectedUHF.projection_after_variation_not_exact' depends on axioms: [propext, Classical.choice, Quot.sound]
```

In this two-site, two-electron model with \(t>0\) and \(U>0\), a broken-symmetry determinant whose angle minimises the energy of its projection gives, once projected, both the singlet symmetry and the exact ground-state energy.
